# A normalised intermediate scattering function with a Hermitian relaxation matrix never falls below its initial exponential

Let $L$ be a finite Hermitian relaxation matrix, $v$ a complex unit vector and $t>0$. Then

$$\langle v,e^{-tL}v\rangle\;\ge\;e^{-t\langle v,Lv\rangle},$$

with equality exactly when $v$ is an eigenvector of $L$. Extrapolating the initial decay rate as a single exponential therefore never underestimates the relaxation that has taken place by time $t$.

## Hopping between sites

In quasielastic scattering from a diffusing adsorbate, the signal at momentum transfer $\mathbf Q$ decays as the particle loses memory of its starting position. Suppose that one particle hops between finitely many sites $\mathbf r_j$ with positive equilibrium occupations $\pi_j$. Write the master equation for the occupation probabilities as $\dot p=-Kp$. Detailed balance allows the rate matrix $K$ to be rescaled by the factors $\sqrt{\pi_j}$ into the real symmetric matrix $L_{ij}=\pi_i^{-1/2}K_{ij}\,\pi_j^{1/2}$. The vector $v$ with components $v_j=\sqrt{\pi_j}\,e^{i\mathbf Q\cdot\mathbf r_j}$ has unit norm, and the intermediate scattering function is $I(t)=\langle v,e^{-tL}v\rangle$.

This passage from the measured signal to a pair $(L,v)$ is physical input: the theorems start from the matrix and the vector. In particular, memoryless hopping leaves out the ballistic motion at very short times.

The sites are labelled by a finite type `n`, and $L$ is a complex matrix on it.

```lean
import Mathlib

open Matrix NormedSpace
open scoped ComplexOrder

namespace QuasielasticRelaxation

noncomputable section

variable {n : Type*} [Fintype n] [DecidableEq n] {L : Matrix n n ℂ}
```

The scattering function is

$$I(t)=\sum_{i,j}\overline{v_i}\,\bigl(e^{-tL}\bigr)_{ij}\,v_j .$$

Lean's `⬝ᵥ` does not conjugate, so `star v` supplies the conjugation. The value is complex by type; that it is real for Hermitian $L$ is proved below.

```lean
/-- The intermediate scattering function `⟨v, exp(-tL) v⟩`. -/
def isf (L : Matrix n n ℂ) (v : n → ℂ) (t : ℝ) : ℂ :=
  star v ⬝ᵥ (NormedSpace.exp ((-(t : ℂ)) • L) *ᵥ v)
```

The initial rate is $m=\operatorname{Re}\langle v,Lv\rangle$. Taking the real part gives a real number to put in the exponential, and it loses nothing when $L$ is Hermitian.

```lean
/-- The real part of the quadratic form `⟨v, L v⟩`. -/
def initialRate (L : Matrix n n ℂ) (v : n → ℂ) : ℝ :=
  (star v ⬝ᵥ (L *ᵥ v)).re
```

## Relaxation modes and their weights

Let $U$ be a unitary matrix whose columns are orthonormal eigenvectors of $L$, the relaxation modes, with real eigenvalues $\lambda_k$. The hypothesis `hL` says that $L$ is Hermitian.

```lean
/-- The matrix whose columns are orthonormal relaxation modes of a Hermitian `L`. -/
def modes (hL : L.IsHermitian) : Matrix n n ℂ := hL.eigenvectorUnitary
```

The amplitude of mode $k$ in $v$ is $a_k=(U^\dagger v)_k$.

```lean
/-- The amplitudes of `v` in the relaxation modes. -/
def amplitude (hL : L.IsHermitian) (v : n → ℂ) : n → ℂ := (modes hL)ᴴ *ᵥ v
```

Its weight is $w_k=|a_k|^2\ge 0$.

```lean
/-- The weight of mode `k` in `v`: the squared modulus of its amplitude. -/
def weight (hL : L.IsHermitian) (v : n → ℂ) (k : n) : ℝ :=
  Complex.normSq (amplitude hL v k)
```

The spectral theorem gives

$$UU^\dagger=1,\qquad L=U\,\mathrm{diag}(\lambda_k)\,U^\dagger .$$

```lean
/-- The mode matrix of a Hermitian `L` is unitary and diagonalises `L`. -/
theorem modes_diagonalise (hL : L.IsHermitian) :
    modes hL * (modes hL)ᴴ = 1 ∧
      L = modes hL * diagonal (fun k => (hL.eigenvalues k : ℂ)) * (modes hL)ᴴ := by
  refine ⟨Matrix.mem_unitaryGroup_iff.mp hL.eigenvectorUnitary.2, ?_⟩
  have h := hL.spectral_theorem
  rw [Unitary.conjStarAlgAut_apply] at h
  exact h
```

For any real numbers $f_k$, moving $U$ onto the left-hand vector gives

$$\langle v,U\,\mathrm{diag}(f_k)\,U^\dagger v\rangle=\sum_k\overline{a_k}\,f_k\,a_k=\sum_k w_kf_k .$$

In the proof, `h` is the identity $v^\dagger U=a^\dagger$, and the sums are then compared term by term.

```lean
/-- The quadratic form of a matrix that is diagonal in the modes of a Hermitian `L`, with real
entries `f k`, is the weighted sum of these entries. -/
theorem form_of_diagonal (hL : L.IsHermitian) (v : n → ℂ) (f : n → ℝ) :
    star v ⬝ᵥ ((modes hL * diagonal (fun k => (f k : ℂ)) * (modes hL)ᴴ) *ᵥ v) =
      ((∑ k, weight hL v k * f k : ℝ) : ℂ) := by
  have h : star v ᵥ* modes hL = star (amplitude hL v) := by
    rw [amplitude, Matrix.star_mulVec, conjTranspose_conjTranspose]
  rw [← Matrix.mulVec_mulVec, ← Matrix.mulVec_mulVec, Matrix.dotProduct_mulVec, h,
    Complex.ofReal_sum]
  change ∑ k, star (amplitude hL v k) *
    ((diagonal (fun k => (f k : ℂ)) *ᵥ amplitude hL v) k) = _
  refine Finset.sum_congr rfl fun k _ => ?_
  rw [Matrix.mulVec_diagonal, Complex.ofReal_mul, weight, Complex.normSq_eq_conj_mul_self,
    starRingEnd_apply]
  ring
```

Two choices of $f$ give the moments needed later. With $f_k=1$ the matrix is $UU^\dagger=1$, and with $f_k=\lambda_k$ it is $L$:

$$\langle v,v\rangle=\sum_k w_k,\qquad m=\sum_k w_k\lambda_k .$$

For a unit vector, $m$ is thus the mean relaxation rate.

```lean
/-- For Hermitian `L` the mode weights sum to the squared norm of `v`, and the initial rate is
the weighted sum of the eigenvalues of `L`. -/
theorem weight_moments (hL : L.IsHermitian) (v : n → ℂ) :
    star v ⬝ᵥ v = ((∑ k, weight hL v k : ℝ) : ℂ) ∧
      initialRate L v = ∑ k, weight hL v k * hL.eigenvalues k := by
  constructor
  · have h := form_of_diagonal hL v (fun _ => 1)
    simp only [Complex.ofReal_one, Matrix.diagonal_one, mul_one, (modes_diagonalise hL).1,
      Matrix.one_mulVec] at h
    exact h
  · have h := form_of_diagonal hL v hL.eigenvalues
    rw [← (modes_diagonalise hL).2] at h
    rw [initialRate, h, Complex.ofReal_re]
```

## A sum of exponentials and its initial slope

Since $U^{-1}=U^\dagger$, every power of $L$ is diagonal in the modes, and so is the exponential:

$$e^{-tL}=U\,\mathrm{diag}(e^{-t\lambda_k})\,U^\dagger,\qquad I(t)=\sum_k w_k e^{-t\lambda_k}.$$

Hence $I(t)$ is real. In Lean, `h1` writes $-tL$ in diagonalised form, `Matrix.exp_conj` takes the exponential inside the conjugation by $U$, and `h2` evaluates it entry by entry. The previous formula with $f_k=e^{-t\lambda_k}$ finishes the step.

```lean
/-- For Hermitian `L` the intermediate scattering function is real: it is a sum of exponentials
in time, one for each mode, with nonnegative weights. -/
theorem isf_eq_sum (hL : L.IsHermitian) (v : n → ℂ) (t : ℝ) :
    isf L v t =
      ((∑ k, weight hL v k * Real.exp (-t * hL.eigenvalues k) : ℝ) : ℂ) := by
  obtain ⟨hU, hD⟩ := modes_diagonalise hL
  have hinv : (modes hL)⁻¹ = (modes hL)ᴴ := Matrix.inv_eq_right_inv hU
  have hunit : IsUnit (modes hL) := ⟨⟨_, _, hU, mul_eq_one_comm.mp hU⟩, rfl⟩
  have h1 : (-(t : ℂ)) • L = modes hL *
      diagonal (fun k => -(t : ℂ) * (hL.eigenvalues k : ℂ)) * (modes hL)⁻¹ := by
    rw [hinv]
    calc (-(t : ℂ)) • L = (-(t : ℂ)) •
          (modes hL * diagonal (fun k => (hL.eigenvalues k : ℂ)) * (modes hL)ᴴ) :=
          congrArg (fun M => (-(t : ℂ)) • M) hD
      _ = modes hL * ((-(t : ℂ)) • diagonal (fun k => (hL.eigenvalues k : ℂ))) *
          (modes hL)ᴴ := by rw [Matrix.mul_smul, Matrix.smul_mul]
      _ = _ := by rw [← Matrix.diagonal_smul]; rfl
  have h2 : NormedSpace.exp (fun k => -(t : ℂ) * (hL.eigenvalues k : ℂ)) =
      fun k => ((Real.exp (-t * hL.eigenvalues k) : ℝ) : ℂ) := by
    funext k
    refine (NormedSpace.map_exp (Pi.evalRingHom (fun _ : n => ℂ) k)
      (continuous_apply k) _).trans ?_
    change NormedSpace.exp (-(t : ℂ) * (hL.eigenvalues k : ℂ)) = _
    rw [← Complex.exp_eq_exp_ℂ]
    simp
  -- the exponential acts mode by mode
  rw [isf, h1, Matrix.exp_conj _ _ hunit, Matrix.exp_diagonal, h2, hinv]
  exact form_of_diagonal hL v _
```

Differentiating each term at $t=0$ gives

$$I'(0)=-\sum_k w_k\lambda_k=-m,$$

which justifies the name `initialRate`.

```lean
/-- For Hermitian `L`, minus the initial rate is the slope of the scattering function at time
zero. -/
theorem hasDerivAt_isf_zero (hL : L.IsHermitian) (v : n → ℂ) :
    HasDerivAt (fun t => (isf L v t).re) (-initialRate L v) 0 := by
  simp only [isf_eq_sum hL, Complex.ofReal_re]
  have h (k : n) : HasDerivAt (fun t : ℝ => weight hL v k * Real.exp (-t * hL.eigenvalues k))
      (-(weight hL v k * hL.eigenvalues k)) 0 := by
    have h1 : HasDerivAt (fun t : ℝ => -t * hL.eigenvalues k) (-1 * hL.eigenvalues k) 0 :=
      (hasDerivAt_id' (0 : ℝ)).fun_neg.mul_const _
    exact (h1.exp.const_mul (weight hL v k)).congr_deriv (by simp)
  refine (HasDerivAt.fun_sum (u := Finset.univ) fun k _ => h k).congr_deriv ?_
  rw [(weight_moments hL v).2, Finset.sum_neg_distrib]
```

## When the vector is an eigenvector

Multiplying $Lv=\mu v$ by $U^\dagger$ and using $U^\dagger L=\mathrm{diag}(\lambda_k)U^\dagger$ turns it into

$$\lambda_k a_k=\mu a_k\quad\text{for every }k .$$

So each mode has either $w_k=0$ or $\lambda_k=\mu$. Conversely, if this holds for every $k$, the component equations hold, and multiplying by $U$ restores $Lv=\mu v$. In the proof, `key` and `hs` compute the two sides of the component equation, and `back` is the return through $U$. Degenerate eigenvalues need no separate treatment.

```lean
/-- For Hermitian `L`, `v` satisfies `L v = μ v` exactly when every mode of nonzero weight in `v`
has eigenvalue `μ`. -/
theorem eigen_iff (hL : L.IsHermitian) (v : n → ℂ) (μ : ℂ) :
    L *ᵥ v = μ • v ↔ ∀ k, weight hL v k = 0 ∨ (hL.eigenvalues k : ℂ) = μ := by
  obtain ⟨hU, hD⟩ := modes_diagonalise hL
  have hc : (modes hL)ᴴ * L =
      diagonal (fun k => (hL.eigenvalues k : ℂ)) * (modes hL)ᴴ := by
    refine (congrArg (fun M => (modes hL)ᴴ * M) hD).trans ?_

    rw [← Matrix.mul_assoc, ← Matrix.mul_assoc, mul_eq_one_comm.mp hU, Matrix.one_mul]
  have key (k : n) : ((modes hL)ᴴ *ᵥ (L *ᵥ v)) k =
      (hL.eigenvalues k : ℂ) * amplitude hL v k := by
    rw [Matrix.mulVec_mulVec, hc, ← Matrix.mulVec_mulVec, Matrix.mulVec_diagonal, amplitude]
  have hs (k : n) : ((modes hL)ᴴ *ᵥ (μ • v)) k = μ * amplitude hL v k := by
    rw [Matrix.mulVec_smul, Pi.smul_apply, smul_eq_mul, amplitude]
  have back (x : n → ℂ) : modes hL *ᵥ ((modes hL)ᴴ *ᵥ x) = x := by
    rw [Matrix.mulVec_mulVec, hU, Matrix.one_mulVec]
  constructor
  · intro h k
    have hk := key k
    rw [h, hs] at hk
    rcases mul_eq_mul_right_iff.mp hk with h1 | h1
    · exact Or.inr h1.symm
    · exact Or.inl (Complex.normSq_eq_zero.mpr h1)
  · intro h
    have he : (modes hL)ᴴ *ᵥ (L *ᵥ v) = (modes hL)ᴴ *ᵥ (μ • v) := by
      funext k
      rw [key, hs]
      rcases h k with h1 | h1
      · rw [Complex.normSq_eq_zero.mp h1, mul_zero, mul_zero]
      · rw [h1]
    rw [← back (L *ᵥ v), he, back]
```

## The excess over a single exponential

Let $\langle v,v\rangle=1$ and set $x_k=-t(\lambda_k-m)$. Then $e^{-t\lambda_k}=e^{-tm}e^{x_k}$. The two moments give $\sum_k w_k=1$ and

$$\sum_k w_kx_k=-t\Bigl(\sum_k w_k\lambda_k-m\Bigr)=0 .$$

Subtracting these two sums changes nothing except to supply the required $-1$:

$$I(t)-e^{-tm}=e^{-tm}\Bigl(\sum_k w_ke^{x_k}-1\Bigr)=e^{-tm}\sum_k w_k\bigl(e^{x_k}-1-x_k\bigr).$$

The step `hE` factors out $e^{-tm}$, and `hS` expands the last sum into the moments.

```lean
/-- For Hermitian `L` and a unit vector `v`, the excess of the scattering function over the
single exponential is a weighted sum of the convexity gaps `exp x - 1 - x`. -/
theorem excess_eq (hL : L.IsHermitian) {v : n → ℂ} (hv : star v ⬝ᵥ v = 1) (t : ℝ) :
    (isf L v t).re - Real.exp (-t * initialRate L v) =
      Real.exp (-t * initialRate L v) * ∑ k, weight hL v k *
        (Real.exp (-t * (hL.eigenvalues k - initialRate L v)) - 1
          - -t * (hL.eigenvalues k - initialRate L v)) := by
  obtain ⟨h0, h1⟩ := weight_moments hL v
  have hw : ∑ k, weight hL v k = 1 := by
    rw [hv] at h0
    exact_mod_cast h0.symm
  rw [isf_eq_sum hL, Complex.ofReal_re]
  generalize initialRate L v = m at h1 ⊢
  have hE : ∑ k, weight hL v k * Real.exp (-t * hL.eigenvalues k) =
      Real.exp (-t * m) *
        ∑ k, weight hL v k * Real.exp (-t * (hL.eigenvalues k - m)) := by
    rw [Finset.mul_sum]
    refine Finset.sum_congr rfl fun k _ => ?_
    rw [show -t * hL.eigenvalues k = -t * m + -t * (hL.eigenvalues k - m) by ring,
      Real.exp_add]
    ring
  have hS : ∑ k, weight hL v k * (Real.exp (-t * (hL.eigenvalues k - m)) - 1
        - -t * (hL.eigenvalues k - m)) =
      ∑ k, weight hL v k * Real.exp (-t * (hL.eigenvalues k - m))
        - (1 + t * m) * ∑ k, weight hL v k
        + t * ∑ k, weight hL v k * hL.eigenvalues k := by
    rw [Finset.mul_sum, Finset.mul_sum, ← Finset.sum_sub_distrib, ← Finset.sum_add_distrib]
    exact Finset.sum_congr rfl fun k _ => by ring
  rw [hE, hS, hw, ← h1]
  ring
```

## The bound and its equality case

For real $x$, $e^x\ge 1+x$, with equality only at $x=0$. Every term of the excess is therefore nonnegative, which proves $I(t)\ge e^{-tm}$.

If equality holds, the sum vanishes, and so does each of its terms. A mode with $w_k\neq0$ must have $x_k=0$, and since $t>0$ this means $\lambda_k=m$. By the mode criterion, $Lv=mv$.

Conversely, if $Lv=\mu v$, then $m=\operatorname{Re}\mu$, and every mode with nonzero weight has $\lambda_k=\mu=m$. All terms of the excess vanish, and equality follows.

In the statement, `hv` is the normalisation of $v$, and an eigenvector is expressed by the existence of a complex `μ` with $Lv=\mu v$; a unit vector is automatically nonzero. At $t=0$ both sides equal 1 for every unit vector, so the equality criterion needs $t\ne0$.

```lean
/-- For Hermitian `L`, a unit vector `v` and `t > 0`, the scattering function is at least the
exponential with the initial rate, with equality exactly when `v` is an eigenvector of `L`. -/
theorem initial_decay_bound (hL : L.IsHermitian) {v : n → ℂ} (hv : star v ⬝ᵥ v = 1)
    {t : ℝ} (ht : 0 < t) :
    Real.exp (-t * initialRate L v) ≤ (isf L v t).re ∧
      ((isf L v t).re = Real.exp (-t * initialRate L v) ↔ ∃ μ : ℂ, L *ᵥ v = μ • v) := by
  have hx := excess_eq hL hv t
  have hpos := Real.exp_pos (-t * initialRate L v)
  have hn : ∀ k ∈ Finset.univ, 0 ≤ weight hL v k *
      (Real.exp (-t * (hL.eigenvalues k - initialRate L v)) - 1
        - -t * (hL.eigenvalues k - initialRate L v)) := fun k _ =>
    mul_nonneg (Complex.normSq_nonneg _)
      (by linarith [Real.add_one_le_exp (-t * (hL.eigenvalues k - initialRate L v))])
  refine ⟨by linarith [mul_nonneg hpos.le (Finset.sum_nonneg hn)], ?_, ?_⟩
  · -- equality forces every convexity gap of nonzero weight to close
    intro h
    rw [h, sub_self] at hx
    have hz := (mul_eq_zero.mp hx.symm).resolve_left hpos.ne'
    refine ⟨(initialRate L v : ℂ), (eigen_iff hL v _).mpr fun k => ?_⟩
    refine (mul_eq_zero.mp ((Finset.sum_eq_zero_iff_of_nonneg hn).mp hz k
      (Finset.mem_univ k))).imp_right fun hk => ?_
    by_contra hne
    have hd : hL.eigenvalues k - initialRate L v ≠ 0 := fun h0 =>
      hne (by rw [sub_eq_zero.mp h0])
    linarith [Real.add_one_lt_exp (mul_ne_zero (neg_ne_zero.mpr ht.ne') hd)]
  · rintro ⟨μ, h⟩
    have hm : initialRate L v = μ.re := by
      rw [initialRate, h, dotProduct_smul, hv, smul_eq_mul, mul_one]
    have hz := Finset.sum_eq_zero (s := Finset.univ) (f := fun k => weight hL v k *
      (Real.exp (-t * (hL.eigenvalues k - initialRate L v)) - 1
        - -t * (hL.eigenvalues k - initialRate L v))) fun k _ => by
      rcases (eigen_iff hL v μ).mp h k with h1 | h1
      · simp [h1]
      · have h2 : hL.eigenvalues k = initialRate L v := by
          rw [hm, ← h1, Complex.ofReal_re]
        simp [h2]
    rw [hz, mul_zero] at hx
    linarith
```

The lemma `Finset.sum_eq_zero_iff_of_nonneg` deserves a closer look, because it turns one scalar equation into a condition on every mode. Given a proof that all terms of a finite sum are nonnegative, it states that the sum is zero if and only if each term is zero. Here that proof is `hn`, which has already served for the inequality. Applied to mode `k`, the lemma yields a vanishing product of weight and convexity gap, and `mul_eq_zero` splits it into two alternatives. The first, zero weight, is already the first alternative in `eigen_iff`. Only the second needs work, and there the strict inequality `Real.add_one_lt_exp` excludes $\lambda_k\ne m$.

## Decaying modes and real symmetric matrices

The lower bound does not use the sign of the eigenvalues. Positive semidefiniteness expresses that no mode grows in time. With $\lambda_k\ge0$ and $t\ge0$ it gives the complementary bound

$$I(t)=\sum_k w_ke^{-t\lambda_k}\le\sum_k w_k=1 .$$

```lean
/-- For a positive semidefinite `L`, a unit vector `v` and `t ≥ 0`, the scattering function does
not exceed one. -/
theorem isf_le_one (hL : L.PosSemidef) {v : n → ℂ} (hv : star v ⬝ᵥ v = 1)
    {t : ℝ} (ht : 0 ≤ t) : (isf L v t).re ≤ 1 := by
  have h0 := (weight_moments hL.isHermitian v).1
  rw [hv] at h0
  have hw : ∑ k, weight hL.isHermitian v k = 1 := by exact_mod_cast h0.symm
  rw [isf_eq_sum hL.isHermitian, Complex.ofReal_re, ← hw]
  refine Finset.sum_le_sum fun k _ =>
    mul_le_of_le_one_right (Complex.normSq_nonneg _) (Real.exp_le_one_iff.mpr ?_)
  linarith [mul_nonneg ht (hL.eigenvalues_nonneg k)]
```

The hopping problem has a real symmetric matrix $R$ and a complex vector $v$. Regarded as a complex matrix, $R$ is Hermitian, because $\overline{R_{ji}}=R_{ji}=R_{ij}$, so the bound applies with $L=R$. The expression `R.map Complex.ofReal` is this entrywise inclusion into the complex numbers.

```lean
/-- For a real symmetric relaxation matrix `R`, a complex unit vector `v` and `t > 0`, the
scattering function is at least the exponential with the initial rate, with equality exactly
when `v` is an eigenvector of `R`. -/
theorem real_symmetric_bound {R : Matrix n n ℝ} (hR : R.IsSymm) {v : n → ℂ}
    (hv : star v ⬝ᵥ v = 1) {t : ℝ} (ht : 0 < t) :
    Real.exp (-t * initialRate (R.map Complex.ofReal) v) ≤
        (isf (R.map Complex.ofReal) v t).re ∧
      ((isf (R.map Complex.ofReal) v t).re =
          Real.exp (-t * initialRate (R.map Complex.ofReal) v) ↔
        ∃ μ : ℂ, R.map Complex.ofReal *ᵥ v = μ • v) := by
  refine initial_decay_bound (Matrix.IsHermitian.ext fun i j => ?_) hv ht
  simp [hR.apply i j]

end

end QuasielasticRelaxation
```

```lean
#print axioms QuasielasticRelaxation.hasDerivAt_isf_zero
#print axioms QuasielasticRelaxation.initial_decay_bound
#print axioms QuasielasticRelaxation.isf_le_one
#print axioms QuasielasticRelaxation.real_symmetric_bound
```

```
'QuasielasticRelaxation.hasDerivAt_isf_zero' depends on axioms: [propext, Classical.choice, Quot.sound]
'QuasielasticRelaxation.initial_decay_bound' depends on axioms: [propext, Classical.choice, Quot.sound]
'QuasielasticRelaxation.isf_le_one' depends on axioms: [propext, Classical.choice, Quot.sound]
'QuasielasticRelaxation.real_symmetric_bound' depends on axioms: [propext, Classical.choice, Quot.sound]
```

For a finite hopping model, a simulated $I(t)$ can be compared with the exponential built from its initial rate: a curve lying above it by more than the statistical error shows that modes with different eigenvalues contribute to $v$. One of these eigenvalues may be zero, so a single decaying exponential on top of a positive constant also lies above it. The Hermitian version also applies to imaginary-time propagation with a finite Hamiltonian matrix $H$ in place of $L$, where $\langle\psi,e^{-\tau H}\psi\rangle\ge e^{-\tau\langle\psi,H\psi\rangle}$ for a normalised state $\psi$ and imaginary time $\tau>0$ (in units with $\hbar=1$), with equality only for eigenstates.
